# A perturbed eigenvector has weight at most $\|Vw\|^2/d^2$ on levels at distance $d$ or more from its eigenvalue

The unperturbed Hamiltonian $H$ enters here through its levels: we are given an orthonormal basis of states $u_k$ and real energies $l_k$ with $Hu_k=l_ku_k$. This makes $H$ Hermitian, so Hermiticity is not a separate assumption, and the diagonalisation is taken as known instead of being derived from the spectral theorem. The perturbation $V$ is any linear operator on the same finite-dimensional space. It may be non-Hermitian, as an absorbing potential is, and the perturbed eigenvalue $m$ is therefore allowed to be complex.

## Weight on distant levels

Let $w$ satisfy $(H+V)w=mw$. Its amplitude on level $k$ is $c_k=\langle u_k,w\rangle$. Fix an energy distance $d>0$ and call a level far if $|l_k-m|\ge d$. The leakage is the total weight on the far levels,

$$L=\sum_{|l_k-m|\ge d}|c_k|^2 ,$$

and the result is $L\le\|Vw\|^2/d^2$.

The distance is measured from the perturbed eigenvalue $m$, not from an unperturbed energy. Since $L\le\|w\|^2$ always holds, the bound is informative only when $\|Vw\|<d\,\|w\|$. In a finite matrix model whose perturbed eigenpair is known, it limits the weight that would be lost by discarding the levels outside an energy window around $m$.

## The statement in Lean

The state space `S` is a complex inner product space, and `u` is an orthonormal basis of it indexed by a finite type `n`. The energies are `l : n → ℝ`, and repeated values are allowed. The proposition `IsEigenbasis H u l` says that $Hu_k=l_ku_k$ for every $k$. The set `farLevels l m d` collects the far levels, including those at distance exactly $d$, and `leakage u l m d w` is $L$. The inner product is linear in its second argument, as in Dirac notation.

The main theorem, `leakage_le`, assumes the eigenbasis, the equation `(H + V) w = m • w` and `0 < d`. The vector $w$ need not be normalised; for a probability, divide both sides by $\|w\|^2$ when $w\ne0$. The zero vector is admitted, and for it the bound reads $0\le0$. Infinite-dimensional spaces and continuous spectra are not covered.

## Projecting the perturbed equation

Expand $w=\sum_j c_ju_j$ and apply $H$:

$$\langle u_k,Hw\rangle=\sum_j c_j\,l_j\,\langle u_k,u_j\rangle=l_kc_k .$$

Taking the inner product of $u_k$ with $Hw+Vw=mw$ gives $l_kc_k+\langle u_k,Vw\rangle=mc_k$, that is,

$$(m-l_k)\,c_k=\langle u_k,Vw\rangle .$$

The squared modulus is

$$|\langle u_k,Vw\rangle|^2=|l_k-m|^2|c_k|^2 .$$

On a far level the factor $|l_k-m|^2$ is at least $d^2$. Summing over the far levels yields

$$d^2L\le\sum_{|l_k-m|\ge d}|\langle u_k,Vw\rangle|^2\le\sum_k|\langle u_k,Vw\rangle|^2=\|Vw\|^2 ,$$

where the last equality is Parseval's identity. Division by $d^2$ gives the result. The first inequality already gives a bound on $L$ that is never weaker than the final one, because it contains only the far components of $Vw$.

## When the bound is attained

Keeping every term instead of estimating gives an exact formula for the slack:

$$\|Vw\|^2-d^2L=\sum_{|l_k-m|\ge d}|c_k|^2\left(|l_k-m|^2-d^2\right)+\sum_{|l_k-m|<d}|c_k|^2|l_k-m|^2 .$$

All terms are nonnegative, so equality in the bound forces each of them to vanish. A populated level, one with $c_k\neq0$, must then either have $l_k=m$ or lie at distance exactly $d$ from $m$. Conversely, if every populated level is of one of these kinds, every term is zero and the bound is an equality.

A two-level system shows this with nonzero leakage. In the basis $u_0,u_1$ take

$$H=\begin{pmatrix}0&0\\0&1\end{pmatrix},\qquad V=\begin{pmatrix}1&-1\\-1&0\end{pmatrix},\qquad w=u_0+u_1 .$$

Then $Hw=u_1$ and $Vw=-u_1$, so $(H+V)w=0$ and $m=0$. For $d=1$ only level 1 is far, and both $L$ and $\|Vw\|^2/d^2$ equal 1. Since $\|w\|^2=2$, the normalised state has leakage $1/2$, and its bound is also $1/2$.

## Overlap with one isolated level

Suppose that every level except $k_0$ is far. The total weight is $\|w\|^2=\sum_k|c_k|^2$, and the part outside $k_0$ is at most $L$. Hence

$$|c_{k_0}|^2\ge\|w\|^2-\frac{\|Vw\|^2}{d^2}.$$

For normalised $w$ this is a lower bound on the overlap probability with the unperturbed state $u_{k_0}$. The gap condition says that no other level is closer than $d$ to the perturbed eigenvalue. It is a hypothesis on the spectrum, and has to be established separately in each application.

## The same argument for an approximate eigenvector

The perturbation enters the estimate only through the vector $Vw$. Let $x$ be any trial vector, $m$ any complex number, and $r=Hx-mx$ the residual. Projection onto $u_k$ gives $(l_k-m)\langle u_k,x\rangle=\langle u_k,r\rangle$, and the same summation shows that the weight of $x$ on the levels with $|l_k-m|\ge d$ is at most $\|r\|^2/d^2$.

## The Lean file

```lean
import Mathlib

open scoped InnerProductSpace

namespace EigenvectorLeakage

noncomputable section

variable {n S : Type*} [Fintype n] [NormedAddCommGroup S] [InnerProductSpace ℂ S]

/-- The orthonormal basis `u` consists of eigenvectors of `H` with real energies `l`. -/
def IsEigenbasis (H : S →ₗ[ℂ] S) (u : OrthonormalBasis n ℂ S) (l : n → ℝ) : Prop :=
  ∀ k, H (u k) = (l k : ℂ) • u k

/-- The levels whose energy lies at distance at least `d` from the complex number `m`. -/
def farLevels (l : n → ℝ) (m : ℂ) (d : ℝ) : Finset n :=
  Finset.univ.filter (fun k => d ≤ ‖(l k : ℂ) - m‖)

/-- The weight of the state `w` on the levels at distance at least `d` from `m`. -/
def leakage (u : OrthonormalBasis n ℂ S) (l : n → ℝ) (m : ℂ) (d : ℝ) (w : S) : ℝ :=
  ∑ k ∈ farLevels l m d, ‖⟪u k, w⟫_ℂ‖ ^ 2

variable {H V : S →ₗ[ℂ] S} {u : OrthonormalBasis n ℂ S} {l : n → ℝ} {m : ℂ} {w : S} {d : ℝ}

/-- In its eigenbasis the Hamiltonian multiplies each amplitude by the energy of the level. -/
theorem inner_hamiltonian (hu : IsEigenbasis H u l) (k : n) (x : S) :
    ⟪u k, H x⟫_ℂ = (l k : ℂ) * ⟪u k, x⟫_ℂ := by
  classical
  have hu' : ∀ j, H (u j) = (l j : ℂ) • u j := hu
  have ho := orthonormal_iff_ite.mp u.orthonormal
  -- expand the state in the eigenbasis and keep the single surviving term
  have hx : H x = ∑ j, ⟪u j, x⟫_ℂ • ((l j : ℂ) • u j) := by
    conv_lhs => rw [← u.sum_repr' x]
    simp only [map_sum, map_smul, hu']
  rw [hx, inner_sum]
  simp only [inner_smul_right, ho]
  rw [Finset.sum_eq_single k]
  · simp [mul_comm]
  · intro j _ hj
    simp [Ne.symm hj]
  · simp

/-- The amplitude of a perturbed eigenvector on level `k`, times the energy mismatch `m - l k`,
equals the component of `V w` on that level. -/
theorem mismatch_mul_amplitude (hu : IsEigenbasis H u l) (h : (H + V) w = m • w) (k : n) :
    (m - l k) * ⟪u k, w⟫_ℂ = ⟪u k, V w⟫_ℂ := by
  have h1 := congrArg (fun x => ⟪u k, x⟫_ℂ) h
  simp only [LinearMap.add_apply, inner_add_right, inner_smul_right,
    inner_hamiltonian hu] at h1
  linear_combination -h1

/-- The weight of `V w` on level `k` is the weight of `w` there times the squared distance of
the level from `m`. -/
theorem coupling_weight (hu : IsEigenbasis H u l) (h : (H + V) w = m • w) (k : n) :
    ‖⟪u k, V w⟫_ℂ‖ ^ 2 = ‖(l k : ℂ) - m‖ ^ 2 * ‖⟪u k, w⟫_ℂ‖ ^ 2 := by
  rw [← mismatch_mul_amplitude hu h k, norm_mul, mul_pow, norm_sub_rev]

/-- The leakage is bounded by the weight of `V w` on the far levels alone, divided by `d ^ 2`. -/
theorem leakage_le_far_coupling (hu : IsEigenbasis H u l) (h : (H + V) w = m • w)
    (hd : 0 < d) :
    leakage u l m d w ≤ (∑ k ∈ farLevels l m d, ‖⟪u k, V w⟫_ℂ‖ ^ 2) / d ^ 2 := by
  rw [le_div_iff₀ (by positivity), leakage, Finset.sum_mul]
  refine Finset.sum_le_sum fun k hk => ?_
  have hk' : d ≤ ‖(l k : ℂ) - m‖ := (Finset.mem_filter.1 hk).2
  have h2 := pow_le_pow_left₀ hd.le hk' 2
  rw [coupling_weight hu h k]
  linarith [mul_le_mul_of_nonneg_right h2 (sq_nonneg ‖⟪u k, w⟫_ℂ‖)]

/-- Leakage bound: an eigenvector `w` of `H + V` with eigenvalue `m` has weight at most
`‖V w‖ ^ 2 / d ^ 2` on the levels of `H` at distance at least `d` from `m`. -/
theorem leakage_le (hu : IsEigenbasis H u l) (h : (H + V) w = m • w) (hd : 0 < d) :
    leakage u l m d w ≤ ‖V w‖ ^ 2 / d ^ 2 := by
  refine (leakage_le_far_coupling hu h hd).trans ?_
  -- Parseval: the far components of `V w` are part of its full norm
  rw [← u.sum_sq_norm_inner_right (V w)]
  refine div_le_div_of_nonneg_right ?_ (sq_nonneg d)
  exact Finset.sum_le_sum_of_subset_of_nonneg (Finset.subset_univ _)
    (fun k _ _ => sq_nonneg _)

/-- Exact formula, for every real `d`, for `‖V w‖ ^ 2` minus `d ^ 2` times the leakage, as a sum
over all levels. -/
theorem leakage_deficit (hu : IsEigenbasis H u l) (h : (H + V) w = m • w) (d : ℝ) :
    ‖V w‖ ^ 2 - d ^ 2 * leakage u l m d w =
      ∑ k, ‖⟪u k, w⟫_ℂ‖ ^ 2 * (if d ≤ ‖(l k : ℂ) - m‖ then ‖(l k : ℂ) - m‖ ^ 2 - d ^ 2
        else ‖(l k : ℂ) - m‖ ^ 2) := by
  rw [← u.sum_sq_norm_inner_right (V w), leakage, farLevels, Finset.sum_filter,
    Finset.mul_sum, ← Finset.sum_sub_distrib]
  refine Finset.sum_congr rfl fun k _ => ?_
  rw [coupling_weight hu h k]
  split_ifs <;> ring

/-- The leakage bound is an equality exactly when every level populated in `w` has energy `m`
or lies at distance exactly `d` from `m`. -/
theorem leakage_eq_iff (hu : IsEigenbasis H u l) (h : (H + V) w = m • w) (hd : 0 < d) :
    leakage u l m d w = ‖V w‖ ^ 2 / d ^ 2 ↔
      ∀ k, ⟪u k, w⟫_ℂ ≠ 0 → (l k : ℂ) = m ∨ ‖(l k : ℂ) - m‖ = d := by
  have hdef := leakage_deficit hu h d
  rw [eq_div_iff (by positivity)]
  constructor
  · intro he k hk
    -- a vanishing sum of nonnegative terms vanishes term by term
    have h0 := hdef.symm.trans (show _ = (0 : ℝ) by linarith)
    rw [Finset.sum_eq_zero_iff_of_nonneg] at h0
    · have hc : ‖⟪u k, w⟫_ℂ‖ ^ 2 ≠ 0 := pow_ne_zero 2 (norm_ne_zero_iff.2 hk)
      have h1 := (mul_eq_zero.1 (h0 k (Finset.mem_univ k))).resolve_left hc
      split_ifs at h1 with hf
      · right
        nlinarith [norm_nonneg ((l k : ℂ) - m)]
      · left
        exact sub_eq_zero.1 (norm_eq_zero.1 (pow_eq_zero_iff two_ne_zero |>.1 h1))
    · intro j _
      refine mul_nonneg (sq_nonneg _) ?_
      split_ifs with hf
      · exact sub_nonneg.2 (pow_le_pow_left₀ hd.le hf 2)
      · exact sq_nonneg _
  · intro hk
    rw [Finset.sum_eq_zero] at hdef
    · linarith
    · intro k _
      by_cases hc : ⟪u k, w⟫_ℂ = 0
      · simp [hc]
      · rcases hk k hc with h1 | h1
        · simp [h1, not_le.2 hd]
        · simp [h1]

/-- If every level except `k₀` lies at distance at least `d` from `m`, the weight of `w` on
`k₀` is at least `‖w‖ ^ 2 - ‖V w‖ ^ 2 / d ^ 2`. -/
theorem isolated_level_weight (hu : IsEigenbasis H u l) (h : (H + V) w = m • w) (hd : 0 < d)
    (k₀ : n) (hgap : ∀ k, k ≠ k₀ → d ≤ ‖(l k : ℂ) - m‖) :
    ‖w‖ ^ 2 - ‖V w‖ ^ 2 / d ^ 2 ≤ ‖⟪u k₀, w⟫_ℂ‖ ^ 2 := by
  classical
  have h1 := Finset.add_sum_erase Finset.univ (fun k => ‖⟪u k, w⟫_ℂ‖ ^ 2)
    (Finset.mem_univ k₀)
  have h2 : ∑ k ∈ Finset.univ.erase k₀, ‖⟪u k, w⟫_ℂ‖ ^ 2 ≤ leakage u l m d w := by
    refine Finset.sum_le_sum_of_subset_of_nonneg ?_ (fun k _ _ => sq_nonneg _)
    intro k hk
    exact Finset.mem_filter.2 ⟨Finset.mem_univ k, hgap k (Finset.ne_of_mem_erase hk)⟩
  have h3 := u.sum_sq_norm_inner_right w
  have h4 := leakage_le hu h hd

  linarith

/-- The operator of a two-level system with matrix `A` in the orthonormal basis `u`. -/
def twoLevel (u : OrthonormalBasis (Fin 2) ℂ S) (A : Matrix (Fin 2) (Fin 2) ℂ) : S →ₗ[ℂ] S :=
  Matrix.toLin u.toBasis u.toBasis A

/-- For `H = diag(0, 1)` and the Hermitian perturbation `V` with rows `(1, -1)` and `(-1, 0)`,
the vector `u 0 + u 1` is an eigenvector of `H + V` with eigenvalue `0`; for `d = 1` its leakage
and the bound are both equal to `1`. -/
theorem leakage_witness (u : OrthonormalBasis (Fin 2) ℂ S) :
    IsEigenbasis (twoLevel u !![0, 0; 0, 1]) u ![0, 1] ∧
    (twoLevel u !![0, 0; 0, 1] + twoLevel u !![1, -1; -1, 0]) (u 0 + u 1)
      = (0 : ℂ) • (u 0 + u 1) ∧
    leakage u ![0, 1] 0 1 (u 0 + u 1) = 1 ∧
    ‖twoLevel u !![1, -1; -1, 0] (u 0 + u 1)‖ ^ 2 / (1 : ℝ) ^ 2 = 1 := by
  have hA : ∀ (A : Matrix (Fin 2) (Fin 2) ℂ) (i : Fin 2),
      twoLevel u A (u i) = A 0 i • u 0 + A 1 i • u 1 := by
    intro A i
    have h := Matrix.toLin_self u.toBasis u.toBasis A i
    simpa only [twoLevel, OrthonormalBasis.coe_toBasis, Fin.sum_univ_two] using h
  have hH : twoLevel u !![0, 0; 0, 1] (u 0 + u 1) = u 1 := by
    simp [map_add, hA]
  have hV : twoLevel u !![1, -1; -1, 0] (u 0 + u 1) = -u 1 := by
    simp [map_add, hA]
  have ho := orthonormal_iff_ite.mp u.orthonormal
  refine ⟨?_, ?_, ?_, ?_⟩
  · unfold IsEigenbasis
    rw [Fin.forall_fin_two]
    constructor <;> simp [hA]
  · rw [LinearMap.add_apply, hH, hV, zero_smul, add_neg_cancel]
  · rw [leakage, farLevels, Finset.sum_filter, Fin.sum_univ_two]
    simp [ho]
  · rw [hV, norm_neg, u.orthonormal.1 1]
    norm_num

end

end EigenvectorLeakage
```

```lean
#print axioms EigenvectorLeakage.leakage_eq_iff
#print axioms EigenvectorLeakage.isolated_level_weight
```

```
'EigenvectorLeakage.leakage_eq_iff' depends on axioms: [propext, Classical.choice, Quot.sound]
'EigenvectorLeakage.isolated_level_weight' depends on axioms: [propext, Classical.choice, Quot.sound]
```

## From the projected equation to the bound

`inner_hamiltonian` proves $\langle u_k,Hx\rangle=l_k\langle u_k,x\rangle$ for every vector $x$. It rewrites $x$ by its basis expansion, moves $H$ through the sum, and uses `Finset.sum_eq_single` to keep the one term that orthonormality leaves.

`mismatch_mul_amplitude` applies $\langle u_k,\cdot\rangle$ to both sides of the eigenvalue equation with `congrArg`; `linear_combination` then does the rearrangement. `coupling_weight` takes squared norms, with `norm_sub_rev` exchanging $|m-l_k|$ for $|l_k-m|$.

In `leakage_le_far_coupling` the division by $d^2$ is first cleared by `le_div_iff₀`. `Finset.sum_le_sum` reduces the claim to single levels, where membership in `farLevels` supplies $d\le|l_k-m|$ and `pow_le_pow_left₀` squares it. `leakage_le` then rewrites $\|Vw\|^2$ by Parseval's identity and enlarges the sum from the far levels to all levels, which is allowed because the added terms are nonnegative.

## The slack, the isolated level and the example

`leakage_deficit` writes the leakage as a sum over all levels with an if-then-else, so that it can be subtracted term by term from the Parseval sum. `split_ifs` separates far from near levels, and `ring` closes both cases. No sign of $d$ is needed for this identity.

The forward direction of `leakage_eq_iff` uses `Finset.sum_eq_zero_iff_of_nonneg`: a sum of nonnegative terms is zero only if each term is. For a populated level the factor $|c_k|^2$ is cancelled, and the two cases give distance $d$ or energy $m$. The reverse direction checks that each term vanishes. Here $d>0$ ensures that a level at energy $m$ counts as near.

`isolated_level_weight` splits the term $k_0$ off the total with `Finset.add_sum_erase`, bounds the rest by the leakage, and combines this with `leakage_le` by `linarith`.

In `leakage_witness` the auxiliary fact `hA` reads the action of a $2\times2$ matrix on a basis vector from its columns. The four parts of the conclusion are the eigenbasis property, the eigenvalue equation, the value of the leakage and the value of the bound.
